# Exponential k-mesh convergence for a nearest-neighbour chain at complex energies off the band

## Band, complex energy and mesh

Take an infinite chain with one orbital per site, the orbitals being orthonormal, on-site energy zero and real nearest-neighbour hopping $t\neq 0$ of either sign. With $\hbar=1$ and the lattice spacing as the unit of length, the crystal momentum is a dimensionless angle $\theta$. The Lean development needs only Mathlib and a namespace.

```lean
import Mathlib

open Filter Topology

namespace ChainMeshError

noncomputable section
```

The band energy is $\varepsilon(\theta)=2t\cos\theta$. It is real, but `band` stores it as a complex number so that it can be subtracted from a complex energy.

```lean
/-- Band energy `2 t cos θ` of the chain with hopping `t` at crystal momentum `θ`. -/
def band (t θ : ℝ) : ℂ := ((2 * t * Real.cos θ : ℝ) : ℂ)
```

The Bloch phase between neighbouring sites is $w=e^{i\theta}$.

```lean
/-- Bloch phase factor `exp (i θ)`. -/
def phase (θ : ℝ) : ℂ := Complex.exp (θ * Complex.I)
```

The energy is labelled by a complex number $\lambda$, written `lam`, through
$$z=t\left(\lambda+\frac1\lambda\right),\qquad 0<|\lambda|<1 .$$
Physically, $\lambda$ is the factor by which the chain's response at energy $z$ changes from one site to the next, and $|\lambda|<1$ selects the decaying solution.

```lean
/-- Complex energy `z = t (lam + 1/lam)`. -/
def energy (t : ℝ) (lam : ℂ) : ℂ := t * (lam + 1 / lam)
```

The value to be approached is $G=1/\bigl(t(1/\lambda-\lambda)\bigr)$. It is the on-site Green function of the infinite chain, that is, the average of $1/(z-\varepsilon(\theta))$ over the whole Brillouin zone.

```lean
/-- The closed form `G = 1 / (t (1/lam - lam))`. -/
def chainGreen (t : ℝ) (lam : ℂ) : ℂ := 1 / (t * (1 / lam - lam))
```

The mesh is uniform and contains $\theta=0$. With $N$ points it gives
$$M_N=\frac1N\sum_{k=0}^{N-1}\frac{1}{z-2t\cos(2\pi k/N)} .$$
`Finset.range N` supplies $k=0,\dots,N-1$.

```lean
/-- Average of `1 / (z - 2 t cos θ)` over the uniform mesh `θ = 2 π k / N`. -/
def meshGreen (t : ℝ) (z : ℂ) (N : ℕ) : ℂ :=
  1 / (N : ℂ) * ∑ k ∈ Finset.range N, 1 / (z - band t (2 * Real.pi * k / N))
```

## Factorising the energy difference

Several denominators have the form $1-a$ with $|a|<1$. They cannot vanish, since $a=1$ would have modulus one.

```lean
/-- A complex number of modulus below one differs from one. -/
theorem one_sub_ne_zero {a : ℂ} (h : ‖a‖ < 1) : 1 - a ≠ 0 := by
  intro h0
  have h2 : a = 1 := (sub_eq_zero.mp h0).symm
  rw [h2] at h
  simp at h
```

Multiplying numerator and denominator of $G$ by $\lambda$ gives $G=\lambda/\bigl(t(1-\lambda^2)\bigr)$.

```lean
/-- `G` written as a single fraction in `lam`. -/
theorem chainGreen_eq (t : ℝ) {lam : ℂ} (h0 : lam ≠ 0) :
    chainGreen t lam = lam / (t * (1 - lam ^ 2)) := by
  have hg : 1 / lam - lam = (1 - lam ^ 2) / lam := by
    rw [eq_div_iff h0, sub_mul, one_div_mul_cancel h0]; ring
  rw [chainGreen, hg, ← mul_div_assoc, one_div_div]
```

Since $2\cos\theta=w+1/w$, and
$$(1-\lambda w)(1-\lambda/w)=1+\lambda^2-\lambda(w+1/w),$$
multiplication by $t/\lambda$ yields
$$z-2t\cos\theta=\frac{t}{\lambda}(1-\lambda w)(1-\lambda/w).$$
Both factors are nonzero because $|\lambda w|=|\lambda/w|=|\lambda|<1$. In the proof, the final `linear_combination` does this expansion using $\lambda\cdot(1/\lambda)=1$ and $w\,w^{-1}=1$.

```lean
/-- The complex energy minus the band energy at `θ` factorises in the Bloch phase, and neither
phase-dependent factor vanishes. -/
theorem energy_sub_band (t : ℝ) {lam : ℂ} (h0 : lam ≠ 0) (h1 : ‖lam‖ < 1) (θ : ℝ) :
    1 - lam * phase θ ≠ 0 ∧ 1 - lam * (phase θ)⁻¹ ≠ 0 ∧
    energy t lam - band t θ
      = t * ((1 - lam * phase θ) * (1 - lam * (phase θ)⁻¹)) / lam := by
  have hn : ‖phase θ‖ = 1 := Complex.norm_exp_ofReal_mul_I θ
  refine ⟨one_sub_ne_zero ?_, one_sub_ne_zero ?_, ?_⟩
  · rw [norm_mul, hn, mul_one]; exact h1
  · rw [norm_mul, norm_inv, hn, inv_one, mul_one]; exact h1
  · have hb : band t θ = t * (phase θ + (phase θ)⁻¹) := by
      have h := Complex.two_cos (θ : ℂ)
      rw [neg_mul, Complex.exp_neg] at h
      unfold band phase
      push_cast
      linear_combination (t : ℂ) * h
    have hw : phase θ * (phase θ)⁻¹ = 1 := mul_inv_cancel₀ (Complex.exp_ne_zero _)
    have hl : lam * (1 / lam) = 1 := mul_one_div_cancel h0
    rw [hb, eq_div_iff h0]
    unfold energy
    generalize 1 / lam = m at hl ⊢
    generalize (phase θ)⁻¹ = v at hw ⊢
    linear_combination (t : ℂ) * hl - (t : ℂ) * lam ^ 2 * hw
```

## Partial fractions in the Bloch phase

Set $A=1-\lambda w$ and $B=1-\lambda/w$. Then
$$\frac1A+\frac1B-1=\frac{A+B-AB}{AB},\qquad A+B-AB=1-(1-A)(1-B)=1-\lambda^2 .$$
Multiplying by $G=\lambda/(t(1-\lambda^2))$ leaves $\lambda/(tAB)$, which is the resolvent:
$$\frac1{z-2t\cos\theta}=G\left(\frac1{1-\lambda w}+\frac1{1-\lambda/w}-1\right).$$
In the code, `key` is the first identity, `hnum` the second, and `fin` the cancellation of $1-\lambda^2$. The lemma does not assume $t\ne0$; at $t=0$ it holds only because Lean sets $1/0=0$.

```lean
/-- The resolvent at fixed crystal momentum splits into partial fractions in the Bloch phase. -/
theorem resolvent_split (t : ℝ) {lam : ℂ} (h0 : lam ≠ 0) (h1 : ‖lam‖ < 1) (θ : ℝ) :
    1 / (energy t lam - band t θ) = chainGreen t lam *
      (1 / (1 - lam * phase θ) + 1 / (1 - lam * (phase θ)⁻¹) - 1) := by
  obtain ⟨hA, hB, he⟩ := energy_sub_band t h0 h1 θ
  have hw : phase θ * (phase θ)⁻¹ = 1 := mul_inv_cancel₀ (Complex.exp_ne_zero _)
  have hD : 1 - lam ^ 2 ≠ 0 := one_sub_ne_zero (by
    rw [norm_pow]; exact pow_lt_one₀ (norm_nonneg _) h1 two_ne_zero)
  have key : ∀ A B : ℂ, A ≠ 0 → B ≠ 0 → 1 / A + 1 / B - 1 = (A + B - A * B) / (A * B) := by
    intro A B hA hB
    field_simp
    ring
  have fin : ∀ A B D : ℂ, A ≠ 0 → B ≠ 0 → D ≠ 0 →
      lam / (t * (A * B)) = lam / (t * D) * (D / (A * B)) := by
    intro A B D hA hB hD
    by_cases ht : (t : ℂ) = 0
    · simp [ht]
    · field_simp
  have hnum : (1 - lam * phase θ) + (1 - lam * (phase θ)⁻¹)
      - (1 - lam * phase θ) * (1 - lam * (phase θ)⁻¹) = 1 - lam ^ 2 := by
    generalize (phase θ)⁻¹ = v at hw ⊢
    linear_combination (-lam ^ 2) * hw
  rw [he, key _ _ hA hB, hnum, one_div_div, chainGreen_eq t h0]
  exact fin _ _ _ hA hB hD
```

## Summing over roots of unity

On the mesh the phases are $\zeta^k$ with $\zeta=e^{2\pi i/N}$. Because $(\lambda\zeta^k)^N=\lambda^N$, the finite geometric sum gives
$$\frac{1-\lambda^N}{1-\lambda\zeta^k}=\sum_{j=0}^{N-1}\lambda^j\zeta^{jk}.$$
Now sum over $k$ first. For $j=0$ the result is $N$. For $0<j<N$,
$$(1-\zeta^j)\sum_{k=0}^{N-1}\zeta^{jk}=1-\zeta^{jN}=0,$$
and $\zeta^j\neq1$, so the sum over $k$ vanishes. Hence
$$(1-\lambda^N)\sum_{k=0}^{N-1}\frac1{1-\lambda\zeta^k}=N .$$
`Finset.sum_comm` exchanges the sums and `Finset.sum_eq_single 0` keeps the term $j=0$. The lemma is stated for any primitive $N$-th root of unity, so it also applies to $\zeta^{-1}$.

```lean
/-- For a primitive `N`-th root of unity `ζ` and `|lam| < 1`, the sum of `1 / (1 - lam ζ^k)` over `k
< N`, multiplied by `1 - lam^N`, equals `N`. -/
theorem sum_roots_of_unity {N : ℕ} {ζ lam : ℂ} (hζ : IsPrimitiveRoot ζ N) (h1 : ‖lam‖ < 1)
    (hn : ‖ζ‖ = 1) :
    (1 - lam ^ N) * ∑ k ∈ Finset.range N, 1 / (1 - lam * ζ ^ k) = N := by
  -- each fraction is a finite geometric sum
  have hterm : ∀ k ∈ Finset.range N, (1 - lam ^ N) * (1 / (1 - lam * ζ ^ k))
      = ∑ j ∈ Finset.range N, (lam * ζ ^ k) ^ j := by
    intro k _
    have hA : 1 - lam * ζ ^ k ≠ 0 := one_sub_ne_zero (by
      rw [norm_mul, norm_pow, hn, one_pow, mul_one]; exact h1)
    have hp : (lam * ζ ^ k) ^ N = lam ^ N := by
      rw [mul_pow, ← pow_mul, mul_comm k N, pow_mul, hζ.pow_eq_one, one_pow, mul_one]
    have g := mul_neg_geom_sum (lam * ζ ^ k) N
    rw [hp] at g
    rw [mul_one_div, div_eq_iff hA, ← g, mul_comm]
  rw [Finset.mul_sum, Finset.sum_congr rfl hterm, Finset.sum_comm]
  -- only the zeroth power survives the sum over the mesh
  rw [Finset.sum_eq_single 0]
  · simp
  · intro j hj hj0
    have hne : 1 - ζ ^ j ≠ 0 := by
      intro h
      have hd := (hζ.pow_eq_one_iff_dvd j).mp (sub_eq_zero.mp h).symm
      have := Nat.le_of_dvd (Nat.pos_of_ne_zero hj0) hd
      have := Finset.mem_range.mp hj
      omega
    have g := mul_neg_geom_sum (ζ ^ j) N
    rw [← pow_mul, mul_comm j N, pow_mul, hζ.pow_eq_one, one_pow, sub_self] at g
    have hz := (mul_eq_zero.mp g).resolve_left hne
    have hc : ∀ k ∈ Finset.range N, (lam * ζ ^ k) ^ j = lam ^ j * (ζ ^ j) ^ k := by
      intro k _
      rw [mul_pow, ← pow_mul, ← pow_mul, mul_comm k j]
    rw [Finset.sum_congr rfl hc, ← Finset.mul_sum, hz, mul_zero]
  · intro h
    have hN : N = 0 := by simpa using h
    subst hN
    simp
```

## The mesh average in closed form

The two fractions each average to $1/(1-\lambda^N)$, one through $\zeta$ and the other through $\zeta^{-1}$. Therefore
$$M_N=G\left(\frac{2}{1-\lambda^N}-1\right)=G\,\frac{1+\lambda^N}{1-\lambda^N}.$$
`mesh_average` states this for every $N\ge1$, together with two facts that keep the fractions meaningful: $z$ differs from the band energy at every real $\theta$, and $1-\lambda^N\neq0$. The step `hph` identifies the mesh phases with the powers of $\zeta$.

```lean
/-- The `N`-point mesh average of the resolvent equals `G (1 + lam^N) / (1 - lam^N)`;
the energy is off the band and `1 - lam^N` is nonzero. -/
theorem mesh_average {t : ℝ} (ht : t ≠ 0) {lam : ℂ} (h0 : lam ≠ 0) (h1 : ‖lam‖ < 1)
    {N : ℕ} (hN : N ≠ 0) :
    (∀ θ : ℝ, energy t lam ≠ band t θ) ∧ 1 - lam ^ N ≠ 0 ∧
    meshGreen t (energy t lam) N = chainGreen t lam * (1 + lam ^ N) / (1 - lam ^ N) := by
  have htc : (t : ℂ) ≠ 0 := by exact_mod_cast ht
  have hD : 1 - lam ^ N ≠ 0 := one_sub_ne_zero (by
    rw [norm_pow]; exact pow_lt_one₀ (norm_nonneg _) h1 hN)
  refine ⟨fun θ => ?_, hD, ?_⟩
  · obtain ⟨hA, hB, he⟩ := energy_sub_band t h0 h1 θ
    rw [← sub_ne_zero, he]
    exact div_ne_zero (mul_ne_zero htc (mul_ne_zero hA hB)) h0
  have hNc : (N : ℂ) ≠ 0 := by exact_mod_cast hN
  -- the Bloch phases on the mesh are the powers of a primitive root of unity
  obtain ⟨ζ, hζdef⟩ : ∃ ζ : ℂ, ζ = Complex.exp (2 * Real.pi * Complex.I / N) := ⟨_, rfl⟩
  have hζ : IsPrimitiveRoot ζ N := by rw [hζdef]; exact Complex.isPrimitiveRoot_exp N hN
  have hph : ∀ k : ℕ, phase (2 * Real.pi * k / N) = ζ ^ k := by
    intro k
    rw [hζdef, ← Complex.exp_nat_mul, phase]
    congr 1
    push_cast
    ring
  have hn : ‖ζ‖ = 1 := by
    have h := hph 1
    rw [pow_one] at h
    rw [← h]
    exact Complex.norm_exp_ofReal_mul_I _
  have s1 := sum_roots_of_unity hζ h1 hn
  have s2 := sum_roots_of_unity hζ.inv h1 (by rw [norm_inv, hn, inv_one])
  rw [mul_comm, ← eq_div_iff hD] at s1 s2
  have hterm : ∀ k ∈ Finset.range N, 1 / (energy t lam - band t (2 * Real.pi * k / N))
      = chainGreen t lam * (1 / (1 - lam * ζ ^ k) + 1 / (1 - lam * ζ⁻¹ ^ k) - 1) := by
    intro k _
    rw [resolvent_split t h0 h1, hph, inv_pow]
  rw [meshGreen, Finset.sum_congr rfl hterm, ← Finset.mul_sum, Finset.sum_sub_distrib,
    Finset.sum_add_distrib, s1, s2]
  simp only [Finset.sum_const, Finset.card_range, nsmul_eq_mul, mul_one]
  field_simp
  ring
```

## Error bounds and the limit

Subtracting $G$ gives
$$M_N-G=\frac{2\lambda^N}{1-\lambda^N}\,G,\qquad \frac{|M_N-G|}{|G|}=\frac{2|\lambda|^N}{|1-\lambda^N|}.$$
The triangle inequality, $1-|\lambda|^N\le|1-\lambda^N|\le1+|\lambda|^N$, then gives
$$\frac{2|\lambda|^N}{1+|\lambda|^N}\le\frac{|M_N-G|}{|G|}\le\frac{2|\lambda|^N}{1-|\lambda|^N}.$$
The lower bound shows that the error decays no faster than $|\lambda|^N$. `mesh_error` also states $G\neq0$, so the relative error is well defined. In its proof `hrel` is the exact error formula, and `hup` and `hlo` are the two triangle inequalities.

```lean
/-- `G` is nonzero, and the relative error of the `N`-point mesh lies between
`2|lam|^N / (1 + |lam|^N)` and `2|lam|^N / (1 - |lam|^N)`. -/
theorem mesh_error {t : ℝ} (ht : t ≠ 0) {lam : ℂ} (h0 : lam ≠ 0) (h1 : ‖lam‖ < 1)
    {N : ℕ} (hN : N ≠ 0) :
    chainGreen t lam ≠ 0 ∧
    2 * ‖lam‖ ^ N / (1 + ‖lam‖ ^ N)
      ≤ ‖meshGreen t (energy t lam) N - chainGreen t lam‖ / ‖chainGreen t lam‖ ∧
    ‖meshGreen t (energy t lam) N - chainGreen t lam‖ / ‖chainGreen t lam‖
      ≤ 2 * ‖lam‖ ^ N / (1 - ‖lam‖ ^ N) := by
  have htc : (t : ℂ) ≠ 0 := by exact_mod_cast ht
  have hG : chainGreen t lam ≠ 0 := by
    rw [chainGreen_eq t h0]
    exact div_ne_zero h0 (mul_ne_zero htc (mesh_average ht h0 h1 (N := 2) two_ne_zero).2.1)
  obtain ⟨_, hD, hM⟩ := mesh_average ht h0 h1 hN
  have hdiff : meshGreen t (energy t lam) N - chainGreen t lam
      = 2 * lam ^ N / (1 - lam ^ N) * chainGreen t lam := by
    rw [hM]
    field_simp
    ring
  have hrel : ‖meshGreen t (energy t lam) N - chainGreen t lam‖ / ‖chainGreen t lam‖
      = 2 * ‖lam‖ ^ N / ‖1 - lam ^ N‖ := by
    rw [hdiff, norm_mul, mul_div_assoc, div_self (norm_ne_zero_iff.mpr hG), mul_one,
      norm_div, norm_mul, norm_pow, Complex.norm_two]
  have hr : ‖lam‖ ^ N < 1 := pow_lt_one₀ (norm_nonneg _) h1 hN
  have hr0 : 0 ≤ ‖lam‖ ^ N := by positivity
  have hd : 0 < ‖1 - lam ^ N‖ := norm_pos_iff.mpr hD
  -- triangle inequality from both sides
  have hup := norm_sub_le (1 : ℂ) (lam ^ N)
  have hlo := norm_sub_norm_le (1 : ℂ) (lam ^ N)
  rw [norm_one, norm_pow] at hup hlo
  refine ⟨hG, ?_, ?_⟩
  · rw [hrel, div_le_div_iff₀ (by linarith) hd]
    exact mul_le_mul_of_nonneg_left hup (by linarith)
  · rw [hrel, div_le_div_iff₀ hd (by linarith)]
    exact mul_le_mul_of_nonneg_left hlo (by linarith)
```

Since $\lambda^N\to0$, the closed form tends to $G$. Lean takes this limit and transfers it to the mesh average, which agrees with the closed form for all $N\neq0$. The link to the Brillouin-zone integral is a step by hand: $1/(z-2t\cos\theta)$ is continuous in $\theta$, so the mesh averages are Riemann sums that also tend to $\frac1{2\pi}\int_0^{2\pi}\frac{d\theta}{z-2t\cos\theta}$, which therefore equals $G$.

```lean
/-- As the mesh is refined, its average converges to `G`, which is nonzero. -/
theorem mesh_tendsto {t : ℝ} (ht : t ≠ 0) {lam : ℂ} (h0 : lam ≠ 0) (h1 : ‖lam‖ < 1) :
    chainGreen t lam ≠ 0 ∧
    Tendsto (fun N : ℕ => meshGreen t (energy t lam) N) atTop (𝓝 (chainGreen t lam)) := by
  refine ⟨(mesh_error ht h0 h1 one_ne_zero).1, ?_⟩
  have h : Tendsto (fun N : ℕ => lam ^ N) atTop (𝓝 0) :=
    tendsto_pow_atTop_nhds_zero_of_norm_lt_one h1
  have h2 : Tendsto (fun N : ℕ => chainGreen t lam * (1 + lam ^ N) / (1 - lam ^ N)) atTop
      (𝓝 (chainGreen t lam * (1 + 0) / (1 - 0))) :=
    (tendsto_const_nhds.mul (tendsto_const_nhds.add h)).div
      (tendsto_const_nhds.sub h) (by simp)
  rw [add_zero, sub_zero, mul_one, div_one] at h2
  refine h2.congr' ?_
  filter_upwards [eventually_ne_atTop 0] with N hN
  exact (mesh_average ht h0 h1 hN).2.2.symm

end

end ChainMeshError
```

```lean
#print axioms ChainMeshError.energy_sub_band
-- 'ChainMeshError.energy_sub_band' depends on axioms: [propext, Classical.choice, Quot.sound]
#print axioms ChainMeshError.mesh_tendsto
-- 'ChainMeshError.mesh_tendsto' depends on axioms: [propext, Classical.choice, Quot.sound]
```

## Choosing a mesh at a given energy

For this non-interacting one-band chain, both bounds on the relative error at fixed $N$ are smaller when $|\lambda|$ is smaller, so a small tolerance is generally reached with fewer mesh points. At fixed real part of $z$, increasing $|\operatorname{Im}z|$ reduces $|\lambda|$, because $|z-2t|+|z+2t|=2|t|\,(|\lambda|+1/|\lambda|)$ and the left side grows. The parts of a complex energy contour far above the band are therefore cheaper than points just above it, but the advantage is lost where a contour returns to the real axis inside the band.

If $z$ is given instead of $\lambda$, one solves $\lambda^2-(z/t)\lambda+1=0$. The roots have product one, and both lie on the unit circle only if $z$ is on the band, so every other $z$ has exactly one root inside; this converse is argued here by hand, while the theorems take $\lambda$ as given. For a small relative tolerance $\epsilon$, the mesh then needs about
$$N\approx\frac{\ln(2/\epsilon)}{\ln(1/|\lambda|)}$$
points. At the band centre, $z=i\eta$ with small $\eta>0$, one has $\ln(1/|\lambda|)\approx\eta/(2|t|)$, so halving $\eta$ roughly doubles the mesh.

The same argument treats the mesh shifted by half a step, $\theta=2\pi(k+\tfrac12)/N$. There $w^N=-1$, so $\lambda^N$ changes sign and the average becomes $G(1-\lambda^N)/(1+\lambda^N)$. To leading order its error is opposite to that of the unshifted mesh.
